# A ring of L unit masses and springs has zero-point energy cot(π/(2L)), with Casimir term −π/(6L)

Replace the mode sum of a finite harmonic ring by an integral, and its zero-point energy comes out too high at every size. With $\hbar=1$, the integral gives

$$\frac L2\int_0^1 2\sin(\pi t)\,dt=\frac{2L}{\pi},$$

whereas the sum over the modes of a ring with $L\ge1$ sites is

$$E(L)=\frac12\sum_{k=0}^{L-1}2\sin\frac{\pi k}{L}=\cot\frac{\pi}{2L}.$$

The difference $E(L)-2L/\pi$ is negative, and $L$ times it tends to $-\pi/6$. For lattice dynamics this gives the leading finite-size error of a zero-point energy computed from the continuum of wave numbers, in a closed one-dimensional harmonic chain with equal masses and equal nearest-neighbour springs. A chain with free ends has a different leading correction. "Casimir term" here means this $1/L$ correction on a lattice; no electromagnetic field or conducting plates are involved.

```lean
import Mathlib

open Filter Topology
open scoped Real ComplexConjugate

namespace HarmonicRingCasimir

noncomputable section
```

## Equal masses and springs on a closed ring

The sites are the elements of `ZMod L`, so the neighbour after the last site is the first. Let $u(j)$ be the displacement of site $j$, taken complex for convenience. With unit masses and springs, the equation of motion is $\ddot u=-Ku$, where

$$(Ku)(j)=2u(j)-u(j+1)-u(j-1).$$

```lean
/-- The stiffness operator of a ring of `L` unit masses joined by unit springs,
acting on complex displacements. -/
def stiffness (L : ℕ) (u : ZMod L → ℂ) (j : ZMod L) : ℂ :=
  2 * u j - u (j + 1) - u (j - 1)
```

Periodicity and equal springs make plane waves the natural trial solutions. For a natural number $k$, put $u_k(j)=e^{2\pi i kj/L}$; in Lean this is the standard additive character `ZMod.stdAddChar` evaluated at $kj$.

```lean
/-- The plane wave with wave number `2πk/L` on the ring. -/
def planeWave (L : ℕ) [NeZero L] (k : ℕ) (j : ZMod L) : ℂ :=
  ZMod.stdAddChar ((k : ZMod L) * j)
```

The proposed frequency is $\omega_k=2\sin(\pi k/L)$.

```lean
/-- The number `2 sin(πk/L)`, which is the frequency of mode `k` when `k < L`. -/
def modeFrequency (L k : ℕ) : ℝ := 2 * Real.sin (π * k / L)
```

The energy is then defined as half the sum of the frequencies. This encodes the quantum rule that an oscillator of frequency $\omega$ has ground-state energy $\omega/2$; the file postulates that rule and constructs no Hamiltonian. The mode $k=0$ is uniform translation, has zero frequency and contributes nothing. For mass $m$ and spring constant $\kappa$, the energy unit is $\hbar\sqrt{\kappa/m}$.

```lean
/-- The zero-point energy of the ring: half the sum of its mode frequencies, with `ħ = 1`. -/
def zeroPointEnergy (L : ℕ) : ℝ :=
  1 / 2 * ∑ k ∈ Finset.range L, modeFrequency L k
```

To check the frequencies, write $\theta=\pi k/L$. A step to either neighbour multiplies the wave by $e^{\pm2i\theta}$, so

$$Ku_k=(2-e^{2i\theta}-e^{-2i\theta})u_k=(2-2\cos2\theta)u_k=4\sin^2\theta\,u_k=\omega_k^2u_k.$$

The theorem `stiffness_planeWave` states this for every $k$. In its proof, `hp` and `hm` identify the two phases, `hs` is the trigonometric identity, and the last `linear_combination` multiplies it by the wave.

The assumption `[NeZero L]` says that the ring has a site. Without it, `ZMod 0` would be the integers, an infinite chain. At $L=1$ the mass is its own neighbour and $K=0$; at $L=2$ two springs join the same pair. If one spring of a ring with $L\ge2$ were removed, the plane waves would generally fail at the ends, and the set of frequencies would change.

```lean
/-- Each plane wave is a normal mode: the stiffness operator multiplies it by the
square of its frequency. -/
theorem stiffness_planeWave (L : ℕ) [NeZero L] (k : ℕ) :
    stiffness L (planeWave L k) =
      fun j => ((modeFrequency L k ^ 2 : ℝ) : ℂ) * planeWave L k j := by
  have hp : ZMod.stdAddChar (k : ZMod L) =
      Complex.exp (2 * ((π : ℂ) * k / L) * Complex.I) := by
    have h := ZMod.stdAddChar_coe (N := L) (k : ℤ)
    push_cast at h
    rw [h]
    congr 1
    ring
  have hm : ZMod.stdAddChar (-(k : ZMod L)) =
      Complex.exp (-(2 * ((π : ℂ) * k / L)) * Complex.I) := by
    have h := ZMod.stdAddChar_coe (N := L) (-(k : ℤ))
    push_cast at h
    rw [h]
    congr 1
    ring
  -- the two neighbours contribute opposite phases
  have hs : Complex.exp (2 * ((π : ℂ) * k / L) * Complex.I) +
      Complex.exp (-(2 * ((π : ℂ) * k / L)) * Complex.I) =
      2 - 4 * Complex.sin ((π : ℂ) * k / L) ^ 2 := by
    have h1 := Complex.cos_two_mul ((π : ℂ) * k / L)
    have h2 := Complex.sin_sq_add_cos_sq ((π : ℂ) * k / L)
    rw [Complex.cos.eq_1 (2 * ((π : ℂ) * k / L))] at h1
    linear_combination 2 * h1 + 4 * h2
  ext j
  have e1 : (k : ZMod L) * (j + 1) = k * j + k := by ring
  have e2 : (k : ZMod L) * (j - 1) = k * j + -k := by ring
  simp only [stiffness, planeWave, modeFrequency]
  rw [e1, e2, AddChar.map_add_eq_mul, AddChar.map_add_eq_mul, hp, hm]
  push_cast
  linear_combination (-(ZMod.stdAddChar ((k : ZMod L) * j) : ℂ)) * hs
```

## Wave numbers below L count each mode once

The condition $k<L$ selects one representative of each wave. By hand, the overlap of two waves is

$$\sum_j\overline{u_k(j)}\,u_l(j)=\sum_{j=0}^{L-1}r^j,\qquad r=e^{2\pi i(l-k)/L}.$$

If $k=l$, every term is 1 and the sum is $L$. If $k\ne l$ and both are below $L$, then $r\ne1$ while $r^L=1$, so the geometric sum $(r^L-1)/(r-1)$ vanishes. The normalised modes are therefore $u_k/\sqrt L$. Since $L$ nonzero orthogonal vectors span an $L$-dimensional space, the energy sum runs over a full set of normal modes.

In `planeWave_orthogonal`, `hterm` combines the two waves into one character, and `AddChar.sum_mulShift` performs the character sum. The bounds `hk` and `hl` enter at `hne`, where distinct numbers below $L$ are shown to remain distinct modulo $L$. Without them the claim fails: $k=0$ and $l=L$ are different numbers but the same wave, with overlap $L$.

```lean
/-- The plane waves with `k < L` are mutually orthogonal, each with squared norm `L`. -/
theorem planeWave_orthogonal (L : ℕ) [NeZero L] {k l : ℕ} (hk : k < L) (hl : l < L) :
    ∑ j : ZMod L, conj (planeWave L k j) * planeWave L l j =
      if k = l then (L : ℂ) else 0 := by
  have hterm : ∀ j : ZMod L, conj (planeWave L k j) * planeWave L l j =
      ZMod.stdAddChar (j * ((l : ZMod L) - (k : ZMod L))) := by
    intro j
    unfold planeWave
    rw [← AddChar.map_neg_eq_conj, ← AddChar.map_add_eq_mul]
    congr 1
    ring
  rw [Finset.sum_congr rfl (fun j _ => hterm j),
    AddChar.sum_mulShift _ (ZMod.isPrimitive_stdAddChar L)]
  by_cases h : k = l
  · subst h
    simp [ZMod.card]
  · have hne : (l : ZMod L) - (k : ZMod L) ≠ 0 := by
      intro h0
      have h1 := (ZMod.natCast_eq_natCast_iff' l k L).mp (sub_eq_zero.mp h0)
      rw [Nat.mod_eq_of_lt hl, Nat.mod_eq_of_lt hk] at h1
      exact h h1.symm
    simp [h, hne]
```

The same condition fixes the sign of the frequency. For $0\le k<L$, the angle $\pi k/L$ lies between $0$ and $\pi$, where the sine is nonnegative. Beyond that range the formula can give the negative square root of $\omega_k^2$, which would be wrong in a zero-point sum.

```lean
/-- The frequencies of the modes `k < L` are nonnegative. -/
theorem modeFrequency_nonneg {L k : ℕ} (hk : k < L) : 0 ≤ modeFrequency L k := by
  have hL : (0 : ℝ) < L := by exact_mod_cast (Nat.zero_le k).trans_lt hk
  have hkL : (k : ℝ) ≤ L := by exact_mod_cast hk.le
  have h : 0 ≤ Real.sin (π * k / L) := by
    apply Real.sin_nonneg_of_nonneg_of_le_pi
    · positivity
    · rw [div_le_iff₀ hL]
      exact mul_le_mul_of_nonneg_left hkL Real.pi_pos.le
  unfold modeFrequency
  linarith
```

## At least one site gives a nonzero sine to divide by

For a real number $a$, the product formula gives

$$2\sin a\,\sin(2ka)=\cos((2k-1)a)-\cos((2k+1)a).$$

Summing over $k=0,\dots,n-1$ cancels all intermediate terms:

$$\sin a\sum_{k=0}^{n-1}2\sin(2ka)=\cos a-\cos((2n-1)a).$$

This needs no condition on $a$ or $n$. Lean proves it by induction on $n$, expanding the cosines of $2na\pm a$ at each step.

```lean
/-- A sum of equally spaced sines telescopes after multiplication by the sine of half
the spacing. -/
theorem sin_mul_sum (a : ℝ) (n : ℕ) :
    Real.sin a * ∑ k ∈ Finset.range n, 2 * Real.sin (2 * k * a) =
      Real.cos a - Real.cos (2 * n * a - a) := by
  induction n with
  | zero => simp
  | succ n ih =>
    have e : 2 * ((n + 1 : ℕ) : ℝ) * a - a = 2 * n * a + a := by
      push_cast
      ring
    rw [Finset.sum_range_succ, mul_add, ih, e, Real.cos_add, Real.cos_sub]
    ring
```

Now set $n=L$ and $a=\pi/(2L)$. The summands become $\omega_k$, and $\cos((2L-1)a)=\cos(\pi-a)=-\cos a$. Hence

$$\sin a\sum_{k=0}^{L-1}\omega_k=2\cos a,\qquad E(L)=\frac{\cos a}{\sin a}=\cot\frac{\pi}{2L}.$$

The condition $L\ge1$ gives the angle a meaning and places it in $0<a\le\pi/2$, so $\sin a>0$ and the division is allowed. The positive sine is `hs` in the Lean proof, while `hsum` matches the summands. The smallest rings agree with direct counting: $E(1)=0$ and $E(2)=1$. At $L=0$ there is no ring and the angle has no meaning.

```lean
/-- The zero-point energy of a harmonic ring of `L ≥ 1` sites is `cot(π/(2L))`. -/
theorem zeroPointEnergy_eq_cot {L : ℕ} (hL : 1 ≤ L) :
    zeroPointEnergy L = Real.cot (π / (2 * L)) := by
  have hL' : (1 : ℝ) ≤ L := by exact_mod_cast hL
  have hL0 : (L : ℝ) ≠ 0 := by positivity
  have hs : 0 < Real.sin (π / (2 * L)) := by
    apply Real.sin_pos_of_pos_of_lt_pi
    · positivity
    · rw [div_lt_iff₀ (by positivity)]
      nlinarith [Real.pi_pos]
  have h := sin_mul_sum (π / (2 * L)) L
  have e : 2 * (L : ℝ) * (π / (2 * L)) = π := by field_simp
  rw [e, Real.cos_pi_sub] at h
  have hsum : ∑ k ∈ Finset.range L, modeFrequency L k =
      ∑ k ∈ Finset.range L, 2 * Real.sin (2 * k * (π / (2 * L))) := by
    refine Finset.sum_congr rfl fun k _ => ?_
    unfold modeFrequency
    congr 2
    field_simp
  rw [zeroPointEnergy, hsum, Real.cot_eq_cos_div_sin, eq_div_iff hs.ne']
  linear_combination (1 / 2) * h
```

## A small angle controls the cotangent

The expansion assumes $0<x\le1$. Physically, $x=\pi/(2L)$ is a quarter of the spacing $2\pi/L$ between wave numbers, so a small $x$ means a finely sampled spectrum. Write

$$\sin x=x-\frac{x^3}{6}+p,\qquad \cos x=1-\frac{x^2}{2}+q,$$

with $|p|,|q|\le 5x^4/96$. Then

$$\cot x-\frac1x+\frac x3=\frac{x\cos x-\sin x+x^2\sin x/3}{x\sin x},$$

and the numerator reduces to

$$xq-p-\frac{x^5}{18}+\frac{x^2p}{3}.$$

Because $x\le1$, its absolute value is at most

$$\left(\frac5{96}+\frac5{96}+\frac1{18}+\frac5{288}\right)x^4<\frac{x^4}{2}.$$

The same condition gives $\sin x\ge x/2$, so the denominator is at least $x^2/2$. The quotient is therefore at most $x^2$ in absolute value.

In Lean, `hnum` is the cancellation in the numerator, `hform` the common fraction and `hden` the lower bound on the denominator. Positivity of $x$ allows the division and fixes the signs. Without an upper limit on $x$ the estimate fails, since the cotangent is unbounded as $x$ approaches $\pi$ from below.

```lean
/-- For `0 < x ≤ 1` the cotangent equals `1/x - x/3` up to an error of at most `x²`. -/
theorem cot_expansion {x : ℝ} (hx : 0 < x) (hx1 : x ≤ 1) :
    |Real.cot x - 1 / x + x / 3| ≤ x ^ 2 := by
  have hax : |x| ≤ 1 := by rwa [abs_of_pos hx]
  have h1 := Real.sin_bound hax
  have h2 := Real.cos_bound hax
  rw [abs_of_pos hx] at h1 h2
  have hx2 : x ^ 2 ≤ 1 := pow_le_one₀ hx.le hx1
  have hx3 : x ^ 3 ≤ x := by nlinarith
  have hx4 : x ^ 4 ≤ x := by nlinarith [pow_pos hx 3]
  have hx5 : x ^ 5 ≤ x ^ 4 := by nlinarith [pow_pos hx 4]
  have hsin : x / 2 ≤ Real.sin x := by linarith [(abs_le.mp h1).1]
  have hs : 0 < Real.sin x := by linarith
  -- Taylor remainders of sine and cosine
  obtain ⟨p, hp⟩ : ∃ p, p = Real.sin x - (x - x ^ 3 / 6) := ⟨_, rfl⟩
  obtain ⟨q, hq⟩ : ∃ q, q = Real.cos x - (1 - x ^ 2 / 2) := ⟨_, rfl⟩
  rw [← hp] at h1
  rw [← hq] at h2
  have hxq : |x * q| ≤ x ^ 4 * (5 / 96) := by
    rw [abs_mul, abs_of_pos hx]
    nlinarith [abs_nonneg q]
  have hxp : |x ^ 2 * p| ≤ x ^ 4 * (5 / 96) := by
    rw [abs_mul, abs_of_pos (pow_pos hx 2)]
    nlinarith [abs_nonneg p]
  have hnum : x * Real.cos x - Real.sin x + x ^ 2 * Real.sin x / 3 =
      x * q - p - x ^ 5 / 18 + x ^ 2 * p / 3 := by
    rw [hp, hq]
    ring
  have hform : Real.cot x - 1 / x + x / 3 =
      (x * Real.cos x - Real.sin x + x ^ 2 * Real.sin x / 3) / (x * Real.sin x) := by
    rw [Real.cot_eq_cos_div_sin]
    have hs' := hs.ne'
    field_simp
  have hden : x ^ 4 / 2 ≤ x ^ 2 * (x * Real.sin x) := by
    nlinarith [mul_le_mul_of_nonneg_left hsin (pow_pos hx 3).le]
  rw [hform, abs_div, abs_of_pos (mul_pos hx hs), div_le_iff₀ (mul_pos hx hs), hnum]
  refine le_trans ?_ hden
  have h5 := pow_pos hx 5
  have h4 := pow_pos hx 4
  rw [abs_le] at h1 hxq hxp ⊢
  constructor <;> linarith [h1.1, h1.2, hxq.1, hxq.2, hxp.1, hxp.2]
```

For the ring, $L\ge2$ ensures $x=\pi/(2L)\le\pi/4\le1$. Since $1/x=2L/\pi$ and $Lx/3=\pi/6$,

$$\left|L\left(E(L)-\frac{2L}{\pi}\right)+\frac\pi6\right|
=L\left|\cot x-\frac1x+\frac x3\right|\le Lx^2=\frac{\pi^2}{4L}.$$

The proof uses $L\ge2$ at `hx1`; `e` is the rewriting just made, and the `calc` block evaluates $Lx^2$. A single site has $x=\pi/2>1$, outside the range of the expansion, although direct substitution shows that the final inequality is true there too.

```lean
/-- For `L ≥ 2` the excess of the zero-point energy over `2L/π`, multiplied by `L`,
differs from `-π/6` by at most `π²/(4L)`. -/
theorem casimir_error_bound {L : ℕ} (hL : 2 ≤ L) :
    |L * (zeroPointEnergy L - 2 * L / π) - (-π / 6)| ≤ π ^ 2 / 4 / L := by
  have hL' : (2 : ℝ) ≤ L := by exact_mod_cast hL
  have hL0 : (0 : ℝ) < L := by linarith
  have hpi := Real.pi_pos
  have hx1 : π / (2 * L) ≤ 1 := by
    rw [div_le_one (by positivity)]
    linarith [Real.pi_le_four]
  have h := cot_expansion (x := π / (2 * L)) (by positivity) hx1
  have e : L * (zeroPointEnergy L - 2 * L / π) - (-π / 6) =
      L * (Real.cot (π / (2 * L)) - 1 / (π / (2 * L)) + π / (2 * L) / 3) := by
    rw [zeroPointEnergy_eq_cot (by omega)]
    field_simp
    ring
  rw [e, abs_mul, abs_of_pos hL0]
  calc (L : ℝ) * |Real.cot (π / (2 * L)) - 1 / (π / (2 * L)) + π / (2 * L) / 3|
      ≤ L * (π / (2 * L)) ^ 2 := mul_le_mul_of_nonneg_left h hL0.le
    _ = π ^ 2 / 4 / L := by
      field_simp
      norm_num
```

## Large rings isolate −π/6

The limit concerns rings of growing size at fixed masses and springs. The bound $\pi^2/(4L)$ tends to zero, so squeezing gives

$$L\left(E(L)-\frac{2L}{\pi}\right)\longrightarrow-\frac\pi6.$$

In Lean, `atTop` sends $L$ through all natural numbers, odd and even together, and `filter_upwards` restricts attention to $L\ge2$, where the error bound applies. At a fixed size the scaled excess is only approximately $-\pi/6$. Without the factor $L$, the excess itself tends to zero and the coefficient is lost.

```lean
/-- The lattice Casimir term: `L` times the excess of the zero-point energy over `2L/π`
tends to `-π/6` as the ring grows. -/
theorem lattice_casimir_term :
    Tendsto (fun L : ℕ => (L : ℝ) * (zeroPointEnergy L - 2 * L / π)) atTop
      (𝓝 (-π / 6)) := by
  rw [tendsto_iff_norm_sub_tendsto_zero]
  refine squeeze_zero' (Eventually.of_forall fun _ => norm_nonneg _) ?_
    (tendsto_const_div_atTop_nhds_zero_nat (π ^ 2 / 4))
  filter_upwards [eventually_ge_atTop 2] with L hL
  rw [Real.norm_eq_abs]
  exact casimir_error_bound hL
```

## The continuum value is too high for every nonempty ring

The sign of the correction needs only $L\ge1$. For $L\ge2$, the angle $x=\pi/(2L)$ satisfies $0<x<\pi/2$, where $x<\tan x$. Multiplying by $\cos x>0$ gives $x\cos x<\sin x$, and dividing by $x\sin x>0$ gives

$$E(L)=\cot x<\frac1x=\frac{2L}{\pi}.$$

At $L=1$ the tangent is unavailable because $x=\pi/2$, but the energy is $0<2/\pi$. The Lean proof makes the same split with `rcases`, and `ht` supplies the tangent inequality. With no sites, energy and continuum value would both be zero, and the strict inequality would fail.

```lean
/-- For every ring of `L ≥ 1` sites the zero-point energy lies strictly below `2L/π`. -/
theorem zeroPointEnergy_lt_bulk {L : ℕ} (hL : 1 ≤ L) :
    zeroPointEnergy L < 2 * L / π := by
  have hpi := Real.pi_pos
  rcases hL.eq_or_lt with h | h
  · subst h
    have h0 : zeroPointEnergy 1 = 0 := by simp [zeroPointEnergy, modeFrequency]
    rw [h0]
    positivity
  · have hL' : (1 : ℝ) < L := by exact_mod_cast h
    have hx : 0 < π / (2 * L) := by positivity
    have hx2 : π / (2 * L) < π / 2 := by
      rw [div_lt_div_iff₀ (by positivity) (by positivity)]
      nlinarith
    have hc := Real.cos_pos_of_mem_Ioo ⟨by linarith, hx2⟩
    have hs := Real.sin_pos_of_pos_of_lt_pi hx (by linarith)
    -- the inequality x < tan x, read as cot x < 1/x
    have ht := Real.lt_tan hx hx2
    rw [Real.tan_eq_sin_div_cos, lt_div_iff₀ hc] at ht
    have e : 2 * (L : ℝ) / π = 1 / (π / (2 * L)) := by field_simp
    rw [zeroPointEnergy_eq_cot hL, Real.cot_eq_cos_div_sin, e, div_lt_div_iff₀ hs hx]
    linarith

end

end HarmonicRingCasimir
```

```lean
#print axioms HarmonicRingCasimir.modeFrequency_nonneg
#print axioms HarmonicRingCasimir.zeroPointEnergy_eq_cot
#print axioms HarmonicRingCasimir.lattice_casimir_term
#print axioms HarmonicRingCasimir.zeroPointEnergy_lt_bulk
```

```
'HarmonicRingCasimir.modeFrequency_nonneg' depends on axioms: [propext, Classical.choice, Quot.sound]
'HarmonicRingCasimir.zeroPointEnergy_eq_cot' depends on axioms: [propext, Classical.choice, Quot.sound]
'HarmonicRingCasimir.lattice_casimir_term' depends on axioms: [propext, Classical.choice, Quot.sound]
'HarmonicRingCasimir.zeroPointEnergy_lt_bulk' depends on axioms: [propext, Classical.choice, Quot.sound]
```
